# Eigenvalues λ and 1 − λ pair across two regions of an idempotent one-particle density matrix when λ ≠ 0, 1

Let $P$ be a one-particle density matrix in a finite orthonormal basis of spin orbitals, each assigned to one of two regions. In blocks,

$$P=\begin{pmatrix}A&B\\ C&D\end{pmatrix},$$

where $A$ and $D$ act inside the first and second region, and $B$ and $C$ couple them. The finite types `m` and `n` label the orbitals of the two regions, and all entries are complex.

```lean
import Mathlib

open Matrix
open scoped ComplexOrder

namespace EntanglementPairing

variable {m n : Type*} [Fintype m] [Fintype n]
variable {A : Matrix m m ℂ} {B : Matrix m n ℂ} {C : Matrix n m ℂ} {D : Matrix n n ℂ}
```

The physical hypothesis is $P^2=P$: every natural orbital of the whole system is filled or empty, as in a single Slater determinant. Correlated states with fractional occupations are not covered.

```lean
/-- The one-particle density matrix with blocks `A`, `D` inside two complementary regions and
blocks `B`, `C` between them is idempotent. -/
def IsBlockProjector (A : Matrix m m ℂ) (B : Matrix m n ℂ) (C : Matrix n m ℂ)
    (D : Matrix n n ℂ) : Prop :=
  fromBlocks A B C D * fromBlocks A B C D = fromBlocks A B C D
```

A Hermitian $P$ has $C=B^\dagger$, written `Bᴴ` in Lean, with $A$ and $D$ Hermitian. The theorems below never use the Hermiticity of $A$ and $D$, and some allow any $C$.

## The four block equations

Multiplying out $P^2=P$ gives

$$A^2+BC=A,\quad AB+BD=B,\quad CA+DC=C,\quad CB+D^2=D.$$

In Lean, `fromBlocks_multiply` forms the product and `fromBlocks_inj` compares the blocks.

```lean
/-- Idempotency of the whole density matrix, written out block by block. -/
theorem block_relations (h : IsBlockProjector A B C D) :
    A * A + B * C = A ∧ A * B + B * D = B ∧ C * A + D * C = C ∧ C * B + D * D = D := by
  unfold IsBlockProjector at h
  rw [fromBlocks_multiply] at h
  exact fromBlocks_inj.1 h
```

Exchanging the regions turns $(A,B,C,D)$ into $(D,C,B,A)$. The same four equations then appear in reverse order, with the terms of each sum interchanged.

```lean
/-- Exchanging the names of the two regions keeps the density matrix idempotent. -/
theorem swap_regions (h : IsBlockProjector A B C D) : IsBlockProjector D C B A := by
  obtain ⟨h1, h2, h3, h4⟩ := block_relations h
  unfold IsBlockProjector
  rw [fromBlocks_multiply]
  exact fromBlocks_inj.2 ⟨by rw [add_comm, h4], by rw [add_comm, h3],
    by rw [add_comm, h2], by rw [add_comm, h1]⟩
```

## The partner in the other region

Suppose $Av=\lambda v$, with $\lambda$ written `l` in the code. Applying the third block equation to $v$ gives $\lambda Cv+DCv=Cv$, hence

$$D(Cv)=(1-\lambda)\,Cv.$$

The code applies the matrix equation to `v` with `congrArg`, inserts the eigenvalue equation with `simp`, and rearranges with `linear_combination`. At this stage $Cv$ may still be zero.

```lean
/-- For an idempotent density matrix, the coupling block `C` carries a solution of `A v = l v`
in the first region to a solution of `D w = (1 - l) w` in the second. -/
theorem partner_equation (h : IsBlockProjector A B C D) {l : ℂ} {v : m → ℂ}
    (hv : A *ᵥ v = l • v) : D *ᵥ (C *ᵥ v) = (1 - l) • (C *ᵥ v) := by
  -- the lower-left block of `P² = P`, applied to `v`
  have h3 := congrArg (fun M => M *ᵥ v) (block_relations h).2.2.1
  simp only [add_mulVec, ← mulVec_mulVec, hv, mulVec_smul] at h3
  linear_combination (norm := module) h3
```

The first block equation, applied to $v$, gives $\lambda^2v+BCv=\lambda v$, so

$$BCv=\lambda(1-\lambda)v.$$

```lean
/-- For an idempotent density matrix, going to the other region and back multiplies an
eigenvector of `A` with eigenvalue `l` by `l (1 - l)`. -/
theorem round_trip (h : IsBlockProjector A B C D) {l : ℂ} {v : m → ℂ}
    (hv : A *ᵥ v = l • v) : B *ᵥ (C *ᵥ v) = (l * (1 - l)) • v := by
  -- the upper-left block of `P² = P`, applied to `v`
  have h1 := congrArg (fun M => M *ᵥ v) (block_relations h).1
  simp only [add_mulVec, ← mulVec_mulVec, hv, mulVec_smul] at h1
  linear_combination (norm := module) h1
```

Now set $C=B^\dagger$. The squared norm of the partner is

$$(B^\dagger v)^\dagger(B^\dagger v)=v^\dagger BB^\dagger v=\lambda(1-\lambda)\,v^\dagger v.$$

Lean's `⬝ᵥ` does not conjugate, so $v^\dagger v$ is written `star v ⬝ᵥ v`. For a unit vector $v$ and $0<\lambda<1$, the normalised partner is $B^\dagger v/\sqrt{\lambda(1-\lambda)}$.

```lean
/-- For an idempotent density matrix with coupling blocks `B` and `Bᴴ`, the partner `Bᴴ v` of an
eigenvector `v` of `A` with eigenvalue `l` has squared norm `l (1 - l)` times that of `v`. -/
theorem partner_norm (h : IsBlockProjector A B Bᴴ D) {l : ℂ} {v : m → ℂ}
    (hv : A *ᵥ v = l • v) :
    star (Bᴴ *ᵥ v) ⬝ᵥ (Bᴴ *ᵥ v) = l * (1 - l) * (star v ⬝ᵥ v) := by
  rw [star_mulVec, conjTranspose_conjTranspose, ← dotProduct_mulVec, round_trip h hv,
    dotProduct_smul, smul_eq_mul]
```

If $v\neq0$, then $v^\dagger v\neq0$, and the partner vanishes exactly when $\lambda(1-\lambda)=0$, that is, when $\lambda=0$ or $\lambda=1$. Such an orbital is completely empty or completely filled within its own region.

```lean
/-- For an idempotent density matrix with coupling blocks `B` and `Bᴴ`, the partner `Bᴴ v` of a
nonzero eigenvector `v` of `A` vanishes exactly when the eigenvalue is 0 or 1. -/
theorem partner_eq_zero_iff (h : IsBlockProjector A B Bᴴ D) {l : ℂ} {v : m → ℂ}
    (hv0 : v ≠ 0) (hv : A *ᵥ v = l • v) : Bᴴ *ᵥ v = 0 ↔ l = 0 ∨ l = 1 := by
  have hw := partner_norm h hv
  constructor
  · intro hz
    rw [hz, dotProduct_zero] at hw
    rcases mul_eq_zero.1 hw.symm with h1 | h1
    · rcases mul_eq_zero.1 h1 with h2 | h2
      · exact Or.inl h2
      · exact Or.inr (sub_eq_zero.1 h2).symm
    · exact absurd (dotProduct_star_self_eq_zero.1 h1) hv0
  · intro hl
    apply dotProduct_star_self_eq_zero.1
    rw [hw]
    rcases hl with h1 | h1 <;> simp [h1]
```

For real $\lambda$, both squared norms are nonnegative and $v^\dagger v>0$, so $\lambda(1-\lambda)\ge0$. Then $\lambda\ge\lambda^2\ge0$ and $1-\lambda\ge(1-\lambda)^2\ge0$, which are the two inequalities that `nlinarith` closes. When $A$ is Hermitian, all its eigenvalues are real and the bound applies to each of them.

```lean
/-- For an idempotent density matrix with coupling blocks `B` and `Bᴴ`, every real eigenvalue of the
regional density matrix `A` lies between 0 and 1. -/
theorem occupation_bounds (h : IsBlockProjector A B Bᴴ D) {l : ℝ} {v : m → ℂ}
    (hv0 : v ≠ 0) (hv : A *ᵥ v = (l : ℂ) • v) : 0 ≤ l ∧ l ≤ 1 := by
  have hw := partner_norm h hv
  have hM := (Complex.le_def.1 (dotProduct_star_self_nonneg (Bᴴ *ᵥ v))).1
  have hN := Complex.le_def.1 (dotProduct_star_self_nonneg v)
  have hpos : 0 < (star v ⬝ᵥ v).re := by
    refine lt_of_le_of_ne hN.1 fun e => hv0 ?_
    exact dotProduct_star_self_eq_zero.1 (Complex.ext e.symm hN.2.symm)
  have hc : (l : ℂ) * (1 - (l : ℂ)) = ((l * (1 - l) : ℝ) : ℂ) := by
    push_cast
    ring
  rw [hw, hc, Complex.re_ofReal_mul, Complex.zero_re] at hM
  -- both squared norms are nonnegative, hence so is `l (1 - l)`
  have hl : 0 ≤ l * (1 - l) := (mul_nonneg_iff_of_pos_right hpos).1 hM
  constructor
  · nlinarith [sq_nonneg l]
  · nlinarith [sq_nonneg (1 - l)]
```

For $0<\lambda<1$ and $v\neq0$, these results combine: $B^\dagger v$ is nonzero and is an eigenvector of $D$ with eigenvalue $1-\lambda$. The proof takes the eigenvalue equation from `partner_equation` and rules out a zero partner with `partner_eq_zero_iff`.

```lean
/-- For an idempotent density matrix with blocks `A, B, Bᴴ, D`, a nonzero eigenvector `v` of `A`
with eigenvalue `0 < l < 1` gives a nonzero eigenvector `Bᴴ v` of `D` with eigenvalue `1 - l`. -/
theorem entanglement_pairing (h : IsBlockProjector A B Bᴴ D) {l : ℝ} (h0 : 0 < l) (h1 : l < 1)
    {v : m → ℂ} (hv0 : v ≠ 0) (hv : A *ᵥ v = (l : ℂ) • v) :
    Bᴴ *ᵥ v ≠ 0 ∧ D *ᵥ (Bᴴ *ᵥ v) = (1 - (l : ℂ)) • (Bᴴ *ᵥ v) := by
  refine ⟨fun hz => ?_, partner_equation h hv⟩
  rcases (partner_eq_zero_iff h hv0 hv).1 hz with e | e
  · exact h0.ne' (by exact_mod_cast e)
  · exact h1.ne (by exact_mod_cast e)
```

For a single Slater determinant, this pairs each eigenvector of a fragment's block $A$ with eigenvalue strictly between 0 and 1 with one orbital of its environment, the kind of bath orbital used in density matrix embedding.

## Equal degeneracies

Let $\lambda\neq0,1$, and let $C$ be arbitrary again. The block $C$ maps the $\lambda$-eigenspace of $A$ into the $(1-\lambda)$-eigenspace of $D$. If $Cx=0$ for some $x$ in the first space, then $0=BCx=\lambda(1-\lambda)x$, so $x=0$. The map is injective, and

$$\dim\ker(A-\lambda)\le\dim\ker\bigl(D-(1-\lambda)\bigr).$$

Lean restricts `C.mulVecLin` to the eigenspaces and shows that its kernel is trivial. The dimension is `Module.finrank`.

```lean
/-- For an idempotent density matrix and `l` different from 0 and 1, the degeneracy of `l` in
the first region is at most that of `1 - l` in the second. -/
theorem degeneracy_le (h : IsBlockProjector A B C D) {l : ℂ} (h0 : l ≠ 0) (h1 : l ≠ 1) :
    Module.finrank ℂ (Module.End.eigenspace A.mulVecLin l) ≤
      Module.finrank ℂ (Module.End.eigenspace D.mulVecLin (1 - l)) := by
  have hmem : ∀ x ∈ Module.End.eigenspace A.mulVecLin l,
      C.mulVecLin x ∈ Module.End.eigenspace D.mulVecLin (1 - l) := by
    intro x hx
    rw [Module.End.mem_eigenspace_iff] at hx ⊢
    exact partner_equation (v := x) h hx
  apply LinearMap.finrank_le_finrank_of_injective (f := C.mulVecLin.restrict hmem)
  rw [← LinearMap.ker_eq_bot, LinearMap.ker_eq_bot']
  intro x hx
  -- the round trip shows that no eigenvector is lost
  have hC : C *ᵥ x.1 = 0 := congrArg Subtype.val hx
  have hr := round_trip (v := x.1) h (Module.End.mem_eigenspace_iff.1 x.2)
  rw [hC, mulVec_zero] at hr
  exact Subtype.ext ((smul_eq_zero.1 hr.symm).resolve_left
    (mul_ne_zero h0 (sub_ne_zero.2 h1.symm)))
```

With the regions exchanged and $1-\lambda$ in place of $\lambda$, the same argument gives the reverse inequality, since $1-(1-\lambda)=\lambda$. The two degeneracies are therefore equal. The eigenvalues 0 and 1 are excluded, and their degeneracies can differ between the regions.

```lean
/-- For an idempotent density matrix and `l` different from 0 and 1, the eigenvalue `l` of `A`
and the eigenvalue `1 - l` of `D` have the same degeneracy. -/
theorem degeneracy_eq (h : IsBlockProjector A B C D) {l : ℂ} (h0 : l ≠ 0) (h1 : l ≠ 1) :
    Module.finrank ℂ (Module.End.eigenspace A.mulVecLin l) =
      Module.finrank ℂ (Module.End.eigenspace D.mulVecLin (1 - l)) := by
  apply le_antisymm (degeneracy_le h h0 h1)
  have h2 : 1 - l ≠ 1 := fun e => h0 (by linear_combination -e)
  have h3 := degeneracy_le (swap_regions h) (sub_ne_zero.2 h1.symm) h2
  rwa [sub_sub_cancel] at h3
```

## One orbital on two sites

Put one electron in the orbital with amplitudes $3/5$ and $4/5$ on two sites. Then

$$P=\begin{pmatrix}9/25&12/25\\12/25&16/25\end{pmatrix},\qquad P^2=P.$$

Here $\lambda=9/25$ and $1-\lambda=16/25$. For $v=1$ the partner is $12/25$, with squared norm $144/625=\lambda(1-\lambda)$. The Lean statement confirms that these blocks satisfy `IsBlockProjector`, by comparing them entry by entry.

```lean
/-- The two-site density matrix with one-by-one blocks 9/25, 12/25, 12/25 and 16/25 is idempotent.
-/
theorem isBlockProjector_witness :
    IsBlockProjector (!![9 / 25] : Matrix (Fin 1) (Fin 1) ℂ) !![12 / 25]
      (!![12 / 25] : Matrix (Fin 1) (Fin 1) ℂ)ᴴ !![16 / 25] := by
  have hB : (!![12 / 25] : Matrix (Fin 1) (Fin 1) ℂ)ᴴ = !![12 / 25] := by
    ext i j
    fin_cases i
    fin_cases j
    simp
  unfold IsBlockProjector
  rw [hB, fromBlocks_multiply]
  refine fromBlocks_inj.2 ⟨?_, ?_, ?_, ?_⟩ <;> ext i j <;> fin_cases i <;> fin_cases j <;>
    simp <;> norm_num

end EntanglementPairing
```

```lean
#print axioms EntanglementPairing.swap_regions
#print axioms EntanglementPairing.occupation_bounds
#print axioms EntanglementPairing.entanglement_pairing
#print axioms EntanglementPairing.degeneracy_eq
```

```
'EntanglementPairing.swap_regions' depends on axioms: [propext, Classical.choice, Quot.sound]
'EntanglementPairing.occupation_bounds' depends on axioms: [propext, Classical.choice, Quot.sound]
'EntanglementPairing.entanglement_pairing' depends on axioms: [propext, Classical.choice, Quot.sound]
'EntanglementPairing.degeneracy_eq' depends on axioms: [propext, Classical.choice, Quot.sound]
```
